# A stability bound for Loewdin orbitals from the smallest singular values

Take two nonzero complex numbers z = a u and w = b v, with a, b > 0 and |u| = |v| = 1. Write ū for the conjugate of u and put x = 1 − ū v. Then

a x + x b = (a − b ū v) − (a ū v − b) = ū (z − w) − conj(z − w) v.

Both terms on the right have modulus |z − w|, and |x| = |u − v|. Hence |u − v| ≤ 2|z − w|/(a + b): a change in the number that is small compared with a + b moves its phase only a little.

Loewdin orthogonalisation is the matrix version of taking the phase. Let the columns of A be n linearly independent orbitals, in general not orthogonal, expanded in an orthonormal reference basis. Their overlap matrix is AᴴA, and A (AᴴA)^(−1/2) holds the orthonormalised orbitals. If the orbitals change from A to B, how far do the orthonormalised ones move? The answer limits the jumps of Loewdin orbitals between two geometries or basis sets, provided that both sets are n vectors in the same n-dimensional space. Atomic orbitals that follow the nuclei generally span a different space at each geometry, and bringing them into a common n-dimensional reference is a step that the theorems leave to the user.

In Lean, `n` is the finite index set itself, not its size.

```lean
import Mathlib

open Matrix
open scoped ComplexOrder

namespace LoewdinStability

noncomputable section

variable {n : Type*} [Fintype n] [DecidableEq n]
```

Below, ‖X‖ is the Frobenius norm, called `frob`. Inside its definition the bars denote the modulus of an entry.

```lean
/-- The Frobenius norm of a complex square matrix. -/
def frob (X : Matrix n n ℂ) : ℝ := √(∑ i, ∑ j, ‖X i j‖ ^ 2)
```

`minEig hP` is the smallest eigenvalue of P. Its argument is the proof `hP` that P is Hermitian.

```lean
/-- The smallest eigenvalue of a Hermitian matrix on a nonempty index set. For the positive
square root of `Aᴴ A` it is the smallest singular value of `A`. -/
def minEig {P : Matrix n n ℂ} (hP : P.IsHermitian) : ℝ := ⨅ i, hP.eigenvalues i
```

## (a) The trace as a real scalar product

Show that for square complex matrices X and Y

Re Tr(XᴴY) = Σᵢⱼ (Re Xᵢⱼ Re Yᵢⱼ + Im Xᵢⱼ Im Yᵢⱼ).

The trace is Σⱼ Σᵢ conj(Xᵢⱼ) Yᵢⱼ. Exchange the sums (`Finset.sum_comm`) and take the real part of each product. For Y = X this gives Re Tr(XᴴX) = ‖X‖².

```lean
omit [DecidableEq n] in
/-- The real part of `Tr (Xᴴ Y)` is the real scalar product of the entries of `X` and `Y`. -/
theorem re_trace (X Y : Matrix n n ℂ) : (Xᴴ * Y).trace.re =
    ∑ i, ∑ j, ((X i j).re * (Y i j).re + (X i j).im * (Y i j).im) := by
  simp only [trace, diag_apply, mul_apply, conjTranspose_apply, Complex.re_sum]
  rw [Finset.sum_comm]
  refine Finset.sum_congr rfl fun i _ => Finset.sum_congr rfl fun j _ => ?_
  simp [Complex.mul_re]
```

## (b) Unitary invariance

Show that UᴴU = 1 implies

‖UX‖ = ‖X‖.

By (a), which enters as `key`,

‖UX‖² = Re Tr(XᴴUᴴUX) = Re Tr(XᴴX) = ‖X‖².

Norms are nonnegative, so the roots agree.

```lean
/-- Multiplication by a unitary matrix from the left preserves the Frobenius norm. -/
theorem frob_unitary_mul {U : Matrix n n ℂ} (hU : Uᴴ * U = 1) (X : Matrix n n ℂ) :
    frob (U * X) = frob X := by
  have key : ∀ Y : Matrix n n ℂ, frob Y = √((Yᴴ * Y).trace.re) := by
    intro Y
    rw [re_trace, frob]
    simp only [Complex.sq_norm, Complex.normSq_apply]
  rw [key (U * X), key X, conjTranspose_mul, mul_assoc, ← mul_assoc Uᴴ, hU, one_mul]
```

## (c) A completed square

Show that for every real t

2t Re Tr(XᴴY) ≤ t²‖X‖² + ‖Y‖².

For each entry,

0 ≤ (t Re Xᵢⱼ − Re Yᵢⱼ)² + (t Im Xᵢⱼ − Im Yᵢⱼ)².

Expand, move the cross terms to the left and sum over i and j, using (a). The same two squares are handed to `linear_combination`.

```lean
omit [DecidableEq n] in
/-- For real `t`, the overlap of `X` and `Y` obeys
`2 t Re Tr (Xᴴ Y) ≤ t² ‖X‖² + ‖Y‖²` in Frobenius norm. -/
theorem trace_young (t : ℝ) (X Y : Matrix n n ℂ) :
    2 * t * (Xᴴ * Y).trace.re ≤ t ^ 2 * frob X ^ 2 + frob Y ^ 2 := by
  have sq : ∀ Z : Matrix n n ℂ, frob Z ^ 2 = ∑ i, ∑ j, ‖Z i j‖ ^ 2 :=
    fun Z => Real.sq_sqrt (by positivity)
  rw [re_trace, sq X, sq Y]
  simp only [Finset.mul_sum, ← Finset.sum_add_distrib]
  refine Finset.sum_le_sum fun i _ => Finset.sum_le_sum fun j _ => ?_
  rw [Complex.sq_norm, Complex.sq_norm, Complex.normSq_apply, Complex.normSq_apply]
  linear_combination sq_nonneg (t * (X i j).re - (Y i j).re) +
    sq_nonneg (t * (X i j).im - (Y i j).im)
```

## (d) Eigenvectors as a unitary matrix

For Hermitian P with eigenvalues pᵢ and D = diag(pᵢ), find a matrix V with

VᴴV = 1 and P = V D Vᴴ.

Take orthonormal eigenvectors of P as the columns of V. Then VᴴV = 1 and PV = VD. Since V is square, VVᴴ = 1 as well, and multiplying by Vᴴ from the right gives the claim. Lean takes the decomposition from Mathlib's spectral theorem. The derivations use V in this meaning only here and in (e). In (f) and (g) it is any unitary matrix, and in (i) a Loewdin factor.

```lean
/-- A Hermitian matrix is diagonalised by a unitary matrix. -/
theorem spectral {P : Matrix n n ℂ} (hP : P.IsHermitian) : ∃ V : Matrix n n ℂ,
    Vᴴ * V = 1 ∧ P = V * diagonal (fun i => (hP.eigenvalues i : ℂ)) * Vᴴ := by
  refine ⟨hP.eigenvectorUnitary, mem_unitaryGroup_iff'.1 hP.eigenvectorUnitary.2, ?_⟩
  have h := hP.spectral_theorem
  rw [Unitary.conjStarAlgAut_apply] at h
  exact h
```

## (e) A lower bound from the smallest eigenvalue

Let p be the smallest eigenvalue of P. Show that

p‖X‖² ≤ Re Tr(XᴴPX).

With Y = VᴴX,

Re Tr(XᴴPX) = Re Tr(YᴴDY) = Σᵢⱼ pᵢ|Yᵢⱼ|² ≥ p‖Y‖² = p‖X‖².

The last equality is (b) for the unitary matrix Vᴴ. In the code, `h1` changes the basis and `hi` is p ≤ pᵢ.

```lean
/-- A Hermitian matrix is bounded below by its smallest eigenvalue, here tested on all columns
of a matrix `X` at once. -/
theorem hermitian_ge {P : Matrix n n ℂ} (hP : P.IsHermitian) (X : Matrix n n ℂ) :
    minEig hP * frob X ^ 2 ≤ (Xᴴ * P * X).trace.re := by
  obtain ⟨V, hV, hS⟩ := spectral hP
  have hV' : (Vᴴ)ᴴ * Vᴴ = 1 := by
    rw [conjTranspose_conjTranspose]
    exact mul_eq_one_comm.1 hV
  -- pass to the eigenvector basis
  have h1 : Xᴴ * P * X =
      (Vᴴ * X)ᴴ * (diagonal (fun i => (hP.eigenvalues i : ℂ)) * (Vᴴ * X)) := by
    calc Xᴴ * P * X = Xᴴ * (V * diagonal (fun i => (hP.eigenvalues i : ℂ)) * Vᴴ) * X := by
          rw [← hS]
      _ = _ := by simp only [conjTranspose_mul, conjTranspose_conjTranspose, mul_assoc]
  rw [h1, ← frob_unitary_mul hV' X, re_trace, frob, Real.sq_sqrt (by positivity)]
  simp only [Finset.mul_sum]
  refine Finset.sum_le_sum fun i _ => Finset.sum_le_sum fun j _ => ?_
  have hi : minEig hP ≤ hP.eigenvalues i := ciInf_le (Set.finite_range _).bddBelow i
  rw [diagonal_mul, Complex.re_ofReal_mul, Complex.im_ofReal_mul]
  refine (mul_le_mul_of_nonneg_right hi (sq_nonneg _)).trans (le_of_eq ?_)
  rw [Complex.sq_norm, Complex.normSq_apply]
  ring
```

## (f) The Sylvester equation

Let U and V be unitary, P and Q Hermitian, X = 1 − UᴴV and E = UP − VQ. Show that

PX + XQ = UᴴE − EᴴV.

The two terms on the right are

UᴴE = P − UᴴVQ,

EᴴV = (PUᴴ − QVᴴ)V = PUᴴV − Q.

Their difference is P − PUᴴV + Q − UᴴVQ, which is PX + XQ. Lean removes UᴴU and VᴴV by rewriting and leaves the rest to `noncomm_ring`.

```lean
/-- For unitary `U`, `V` and Hermitian `P`, `Q`, the matrix `1 - Uᴴ V` solves a Sylvester
equation whose source is built from `U P - V Q` and its adjoint. -/
theorem sylvester {U V P Q : Matrix n n ℂ} (hU : Uᴴ * U = 1) (hV : Vᴴ * V = 1)
    (hP : P.IsHermitian) (hQ : Q.IsHermitian) :
    P * (1 - Uᴴ * V) + (1 - Uᴴ * V) * Q =
      Uᴴ * (U * P - V * Q) - (U * P - V * Q)ᴴ * V := by
  rw [conjTranspose_sub, conjTranspose_mul, conjTranspose_mul, hP.eq, hQ.eq, mul_sub Uᴴ,
    sub_mul (P * Uᴴ), ← mul_assoc Uᴴ U P, hU, mul_assoc Q, hV]
  noncomm_ring
```

## (g) Stability of the unitary factors

Keep the notation of (f). Let p and q be the smallest eigenvalues of P and Q, and let s = p + q be positive. Show that

‖U − V‖ ≤ 2‖UP − VQ‖/s.

By (b), ‖X‖ = ‖Uᴴ(U − V)‖ = ‖U − V‖. Put R = UᴴE and T = EᴴV. Then ‖R‖ = ‖E‖. Taking the adjoint preserves the norm, so ‖T‖ = ‖VᴴE‖ = ‖E‖.

Multiply the Sylvester equation by Xᴴ and take the real trace (`hsum`):

Re Tr(XᴴPX) + Re Tr(XᴴXQ) = Re Tr(XᴴR) − Re Tr(XᴴT).

By (e) the first term is at least p‖X‖². The second equals Re Tr(XQXᴴ), which is at least q‖Xᴴ‖² = q‖X‖². Hence (`hlow`)

s‖X‖² ≤ Re Tr(XᴴR) − Re Tr(XᴴT).

Use (c) with t = s/2 for R and t = −s/2 for T:

s Re Tr(XᴴR) ≤ s²‖X‖²/4 + ‖E‖²,

−s Re Tr(XᴴT) ≤ s²‖X‖²/4 + ‖E‖².

Multiplying `hlow` by s and inserting both gives s²‖X‖² ≤ s²‖X‖²/2 + 2‖E‖², so s²‖X‖² ≤ 4‖E‖² (`hsq`). Take roots and divide by s.

```lean
/-- For unitary `U`, `V` and Hermitian `P`, `Q` whose smallest eigenvalues have a positive sum
`s`, the Frobenius norms obey `‖U - V‖ ≤ 2 ‖U P - V Q‖ / s`. -/
theorem polar_stability {U V P Q : Matrix n n ℂ} (hU : Uᴴ * U = 1) (hV : Vᴴ * V = 1)
    (hP : P.IsHermitian) (hQ : Q.IsHermitian) (hs : 0 < minEig hP + minEig hQ) :
    frob (U - V) ≤ 2 * frob (U * P - V * Q) / (minEig hP + minEig hQ) := by
  have adj : ∀ W : Matrix n n ℂ, Wᴴ * W = 1 → (Wᴴ)ᴴ * Wᴴ = 1 := by
    intro W hW
    rw [conjTranspose_conjTranspose]
    exact mul_eq_one_comm.1 hW
  have hct : ∀ Y : Matrix n n ℂ, frob Yᴴ = frob Y := by
    intro Y
    rw [frob, frob, Finset.sum_comm]
    simp only [conjTranspose_apply, norm_star]
  have hS := sylvester hU hV hP hQ
  have h1 := frob_unitary_mul (adj U hU) (U * P - V * Q)
  have h2 : frob ((U * P - V * Q)ᴴ * V) = frob (U * P - V * Q) := by
    rw [← hct ((U * P - V * Q)ᴴ * V), conjTranspose_mul, conjTranspose_conjTranspose,
      frob_unitary_mul (adj V hV)]
  rw [← frob_unitary_mul (adj U hU) (U - V), mul_sub, hU]
  generalize 1 - Uᴴ * V = X at hS ⊢
  generalize Uᴴ * (U * P - V * Q) = R at hS h1
  generalize (U * P - V * Q)ᴴ * V = T at hS h2
  -- pair the Sylvester equation with X
  have a1 := hermitian_ge hP X
  have a2 := hermitian_ge hQ Xᴴ
  rw [hct, conjTranspose_conjTranspose, trace_mul_cycle] at a2
  have hsum : (Xᴴ * P * X).trace.re + (Xᴴ * X * Q).trace.re =
      (Xᴴ * R).trace.re - (Xᴴ * T).trace.re := by
    rw [← Complex.add_re, ← Complex.sub_re, ← trace_add, ← trace_sub, ← mul_sub, ← hS,
      mul_add, mul_assoc, mul_assoc]
  have hlow : (minEig hP + minEig hQ) * frob X ^ 2 ≤
      (Xᴴ * R).trace.re - (Xᴴ * T).trace.re := by
    linear_combination a1 + a2 + hsum
  have hmul := mul_le_mul_of_nonneg_left hlow hs.le
  have y1 := trace_young ((minEig hP + minEig hQ) / 2) X R
  have y2 := trace_young (-((minEig hP + minEig hQ) / 2)) X T
  rw [h1] at y1
  rw [h2] at y2
  have hsq : (frob X * (minEig hP + minEig hQ)) ^ 2 ≤ (2 * frob (U * P - V * Q)) ^ 2 := by
    linear_combination 2 * hmul + 2 * y1 + 2 * y2
  rw [le_div_iff₀ hs]
  exact (le_abs_self _).trans
    (abs_le_of_sq_le_sq hsq (mul_nonneg zero_le_two (Real.sqrt_nonneg _)))
```

## (h) The Loewdin factor is unitary

Let P be positive definite with P² = AᴴA, and put U = AP⁻¹. Show that

UᴴU = 1 and UP = A.

Since P is Hermitian and invertible,

UᴴU = P⁻¹AᴴAP⁻¹ = P⁻¹PPP⁻¹ = 1,

UP = AP⁻¹P = A.

```lean
/-- If `P` is the positive definite square root of `Aᴴ A`, the Loewdin factor `A P⁻¹` is
unitary, and multiplying it by `P` restores `A`. -/
theorem loewdin_polar {A P : Matrix n n ℂ} (hP : P.PosDef) (h : P * P = Aᴴ * A) :
    (A * P⁻¹)ᴴ * (A * P⁻¹) = 1 ∧ A * P⁻¹ * P = A := by
  have hd : IsUnit P.det := hP.det_pos.ne'.isUnit
  refine ⟨?_, by rw [mul_assoc, nonsing_inv_mul _ hd, mul_one]⟩
  calc (A * P⁻¹)ᴴ * (A * P⁻¹) = P⁻¹ * (Aᴴ * A) * P⁻¹ := by
        rw [conjTranspose_mul, conjTranspose_nonsing_inv, hP.isHermitian.eq]
        simp only [mul_assoc]
    _ = (P⁻¹ * P) * (P * P⁻¹) := by
        rw [← h]
        simp only [mul_assoc]
    _ = 1 := by rw [nonsing_inv_mul _ hd, mul_nonsing_inv _ hd, mul_one]
```

## (i) Stability of the Loewdin orbitals

Let P and Q be positive definite with P² = AᴴA and Q² = BᴴB, on a nonempty index set. Let a and b be the smallest eigenvalues of P and Q. Show that

‖AP⁻¹ − BQ⁻¹‖ ≤ 2‖A − B‖/(a + b).

All eigenvalues of P and Q are positive and there are finitely many, so a and b are positive (`pos`). By (h), U = AP⁻¹ and V = BQ⁻¹ are unitary with UP = A and VQ = B. Insert them in (g).

The square roots P and Q enter the theorem as hypotheses and are not constructed. For every invertible A, standard linear algebra supplies exactly one such P, namely (AᴴA)^(1/2). Its eigenvalues are the singular values of A, so a and b are the smallest singular values of A and B. For normalised orbitals, each of them is small when its own set is nearly linearly dependent. If both are small, the bound can be large even for a small ‖A − B‖.

```lean
/-- Stability of Loewdin orbitals: let `P` and `Q` be the positive definite square roots of
`Aᴴ A` and `Bᴴ B`. The Frobenius distance of the Loewdin factors is at most
`2 ‖A - B‖ / (a + b)`, with `a`, `b` the smallest singular values of `A`, `B`. -/
theorem loewdin_stability [Nonempty n] {A B P Q : Matrix n n ℂ} (hP : P.PosDef)
    (hQ : Q.PosDef) (hA : P * P = Aᴴ * A) (hB : Q * Q = Bᴴ * B) :
    frob (A * P⁻¹ - B * Q⁻¹) ≤
      2 * frob (A - B) / (minEig hP.isHermitian + minEig hQ.isHermitian) := by
  have pos : ∀ (R : Matrix n n ℂ) (hR : R.PosDef), 0 < minEig hR.isHermitian := by
    intro R hR
    obtain ⟨i, hi⟩ := exists_eq_ciInf_of_finite (f := hR.isHermitian.eigenvalues)
    exact lt_of_lt_of_eq (hR.eigenvalues_pos i) hi
  obtain ⟨hU, eA⟩ := loewdin_polar hP hA
  obtain ⟨hV, eB⟩ := loewdin_polar hQ hB
  have h := polar_stability hU hV hP.isHermitian hQ.isHermitian (add_pos (pos P hP) (pos Q hQ))
  rwa [eA, eB] at h
```

For numbers, take two normalised orbitals whose overlap changes from 0.6 to −0.6. With matrix rows separated by semicolons,

A = [1, 0.6; 0, 0.8], B = [1, −0.6; 0, 0.8],

P = [3, 1; 1, 3]/√10, Q = [3, −1; −1, 3]/√10,

U = [3, 1; −1, 3]/√10, V = [3, −1; 1, 3]/√10.

Here a = b = 2/√10 and ‖A − B‖ = 1.2. The Loewdin orbitals move by ‖U − V‖ = √0.8 ≈ 0.894, and the bound allows 0.6√10 ≈ 1.897.

## (j) A family that attains the bound

Let W be unitary and a, b > 0. Show that A = aW and B = −bW satisfy the hypotheses of (i), with

‖AP⁻¹ − BQ⁻¹‖ = 2‖A − B‖/(a + b).

Since AᴴA = a²1 and BᴴB = b²1, take P = a1 and Q = b1. The Loewdin factors are W and −W. The left side is ‖2W‖ = 2‖W‖, and the right side is 2‖(a + b)W‖/(a + b) = 2‖W‖. As W is not zero, the factor 2 in (i) cannot be lowered for general matrices. The columns of A and B are normalised orbitals only for a = b = 1. Then B = −A, and every orbital merely changes sign, which leaves its physical state the same.

The existential quantifiers over `hP` and `hQ` supply proofs of positive definiteness, from which `minEig` gets the Hermiticity that it needs. In the proof, `me` finds the smallest eigenvalue of c1, `hI` computes the Loewdin factors, and `hsm` takes a nonnegative scalar out of the norm.

```lean
/-- For unitary `W` and positive `a`, `b`, the matrices `a W` and `-b W`, with overlap square
roots `a 1` and `b 1`, meet the hypotheses of the stability bound and give equality. -/
theorem loewdin_stability_witness [Nonempty n] {W : Matrix n n ℂ} (hW : Wᴴ * W = 1)
    {a b : ℝ} (ha : 0 < a) (hb : 0 < b) :
    ∃ (hP : ((a : ℂ) • (1 : Matrix n n ℂ)).PosDef) (hQ : ((b : ℂ) • (1 : Matrix n n ℂ)).PosDef),
      ((a : ℂ) • (1 : Matrix n n ℂ)) * ((a : ℂ) • 1) = ((a : ℂ) • W)ᴴ * ((a : ℂ) • W) ∧
      ((b : ℂ) • (1 : Matrix n n ℂ)) * ((b : ℂ) • 1) = (-((b : ℂ) • W))ᴴ * -((b : ℂ) • W) ∧
      frob (((a : ℂ) • W) * ((a : ℂ) • 1)⁻¹ - -((b : ℂ) • W) * ((b : ℂ) • 1)⁻¹) =
        2 * frob ((a : ℂ) • W - -((b : ℂ) • W)) /
          (minEig hP.isHermitian + minEig hQ.isHermitian) := by
  have pd : ∀ c : ℝ, 0 < c → ((c : ℂ) • (1 : Matrix n n ℂ)).PosDef := by
    intro c hc
    rw [smul_one_eq_diagonal]
    exact PosDef.diagonal fun _ => by exact_mod_cast hc
  -- all eigenvalues of c 1 are c
  have me : ∀ (c : ℝ) (h : ((c : ℂ) • (1 : Matrix n n ℂ)).IsHermitian), minEig h = c := by
    intro c h
    obtain ⟨V, hV, hS⟩ := spectral h
    have hD : diagonal (fun i => (h.eigenvalues i : ℂ)) = (c : ℂ) • 1 := by
      calc diagonal (fun i => (h.eigenvalues i : ℂ))
          = (Vᴴ * V) * diagonal (fun i => (h.eigenvalues i : ℂ)) * (Vᴴ * V) := by
            rw [hV, one_mul, mul_one]
        _ = Vᴴ * (V * diagonal (fun i => (h.eigenvalues i : ℂ)) * Vᴴ) * V := by
            simp only [mul_assoc]
        _ = (c : ℂ) • 1 := by rw [← hS, mul_smul_comm, mul_one, smul_mul_assoc, hV]
    have hv : ∀ i, h.eigenvalues i = c := by
      intro i
      have e := congrFun (congrFun hD i) i
      simpa using e
    simp [minEig, hv]
  have hI : ∀ c : ℝ, 0 < c → ((c : ℂ) • W) * ((c : ℂ) • 1)⁻¹ = W := by
    intro c hc
    have hc' : (c : ℂ) ≠ 0 := by exact_mod_cast hc.ne'
    have h : ((c : ℂ) • (1 : Matrix n n ℂ))⁻¹ = (c : ℂ)⁻¹ • 1 := Matrix.inv_eq_right_inv (by
      rw [smul_mul_assoc, one_mul, smul_smul, mul_inv_cancel₀ hc', one_smul])
    rw [h, mul_smul_comm, mul_one, smul_smul, inv_mul_cancel₀ hc', one_smul]
  have hsm : ∀ c : ℝ, 0 ≤ c → frob ((c : ℂ) • W) = c * frob W := by
    intro c hc
    simp only [frob, Matrix.smul_apply, norm_smul, Complex.norm_real, Real.norm_eq_abs,
      mul_pow, sq_abs, ← Finset.mul_sum]
    rw [Real.sqrt_mul (sq_nonneg c), Real.sqrt_sq hc]
  refine ⟨pd a ha, pd b hb, by simp [conjTranspose_smul, hW],
    by simp [conjTranspose_smul, hW], ?_⟩
  have h1 : W - -W = ((2 : ℝ) : ℂ) • W := by
    push_cast
    module
  have h2 : (a : ℂ) • W - -((b : ℂ) • W) = ((a + b : ℝ) : ℂ) • W := by
    push_cast
    module
  rw [me, me, neg_mul, hI a ha, hI b hb, h1, h2, hsm 2 zero_le_two,
    hsm (a + b) (add_pos ha hb).le, eq_div_iff (add_pos ha hb).ne']
  ring

end

end LoewdinStability
```

```lean
#print axioms LoewdinStability.loewdin_stability
```

```
'LoewdinStability.loewdin_stability' depends on axioms: [propext, Classical.choice, Quot.sound]
```
